# Quadratic error identity and Cayley squaring for the Newton sign iteration

Let $A$ be an associative real algebra with unit $1$, not necessarily commutative, let $X, S \in A$ with $S^2 = 1$, and define, whenever the inverses exist, the Newton step $X' = \tfrac12(X + X^{-1})$, the iterates $X_0 = X$, $X_{k+1} = (X_k)'$, and the Cayley variable $G(X) = (X - S)(X + S)^{-1}$. The symbol $G$ without argument means $G(X_0)$, and $[S,X] = SX - XS$.

```lean
import Mathlib

open Function

namespace NewtonSignIteration

noncomputable section

variable {A : Type*} [Ring A] [Algebra ℝ A]

/-- One Newton step for the sign function, `X' = (X + X⁻¹) / 2`. -/
def newtonStep (X : A) : A := (1 / 2 : ℝ) • (X + Ring.inverse X)

/-- The `k`-th Newton iterate `X_k` started from `X`. -/
def newtonIter (X : A) (k : ℕ) : A := newtonStep^[k] X

/-- The Cayley variable `G = (X - S) (X + S)⁻¹` of `X` relative to `S`. -/
def cayley {R : Type*} [Ring R] (S X : R) : R := (X - S) * Ring.inverse (X + S)

/-- An operator commuting with `b` commutes with the two-sided inverse `c` of `b`. -/
theorem commute_of_inverse {R : Type*} [Ring R] {a b c : R} (h : Commute a b)
    (hbc : b * c = 1) (hcb : c * b = 1) : Commute a c := by
  show a * c = c * a
  calc a * c = (c * b) * a * c := by rw [hcb, one_mul]
    _ = c * (b * a) * c := by rw [mul_assoc c b a]
    _ = c * (a * b) * c := by rw [h.eq]
    _ = c * a * (b * c) := by simp only [mul_assoc]
    _ = c * a := by rw [hbc, mul_one]

/-- Half of an invertible operator is invertible. -/
theorem isUnit_half_smul {U : A} (hU : IsUnit U) : IsUnit ((1 / 2 : ℝ) • U) := by
  rw [Algebra.smul_def]
  have h : IsUnit (1 / 2 : ℝ) := isUnit_iff_ne_zero.2 (by norm_num)
  exact (h.map (algebraMap ℝ A)).mul hU

/-- For invertible `X` and `S² = 1`, the identity `X' - S = X⁻¹ (X - S)² / 2` holds
exactly when `S` commutes with `X`. -/
theorem newton_error_iff_commute {X S : A} (hX : IsUnit X) (hS : S ^ 2 = 1) :
    newtonStep X - S = (1 / 2 : ℝ) • (Ring.inverse X * (X - S) ^ 2) ↔ Commute S X := by
  have hl : Ring.inverse X * X = 1 := Ring.inverse_mul_cancel X hX
  have hr : X * Ring.inverse X = 1 := Ring.mul_inverse_cancel X hX
  unfold newtonStep
  generalize Ring.inverse X = Y at hl hr ⊢
  -- expand the square without reordering factors
  have hexp : Y * (X - S) ^ 2 = X + Y - S - Y * S * X := by
    have h0 : Y * (X - S) ^ 2 = (Y * X) * X - (Y * X) * S - Y * S * X + Y * S ^ 2 := by
      simp only [pow_two]
      noncomm_ring
    rw [h0, hl, hS]
    simp only [one_mul, mul_one]
    abel
  rw [hexp]
  constructor
  · intro h
    have hW : Y * S * X = S := by linear_combination (norm := module) (2 : ℝ) • h
    show S * X = X * S
    calc S * X = (X * Y) * S * X := by rw [hr, one_mul]
      _ = X * (Y * S * X) := by simp only [mul_assoc]
      _ = X * S := by rw [hW]
  · intro h
    have hW : Y * S * X = S := by rw [mul_assoc, h.eq, ← mul_assoc, hl, one_mul]
    rw [hW]
    module

/-- If `X` is invertible, `S² = 1` and `S` commutes with `X`, the Newton step `X'`
commutes with `S` and `X' - S = X⁻¹ (X - S)² / 2`. -/
theorem newton_step_sign {X S : A} (hX : IsUnit X) (hS : S ^ 2 = 1) (h : Commute S X) :
    Commute S (newtonStep X) ∧
      newtonStep X - S = (1 / 2 : ℝ) • (Ring.inverse X * (X - S) ^ 2) := by
  refine ⟨?_, (newton_error_iff_commute hX hS).2 h⟩
  have hY := commute_of_inverse h (Ring.mul_inverse_cancel X hX) (Ring.inverse_mul_cancel X hX)
  exact (h.add_right hY).smul_right _

/-- If moreover `X + S` is invertible, then `X' + S` is invertible and the Newton step
squares the Cayley variable. -/
theorem cayley_newtonStep {X S : A} (hX : IsUnit X) (hS : S ^ 2 = 1) (h : Commute S X)
    (hP : IsUnit (X + S)) :
    IsUnit (newtonStep X + S) ∧ cayley S (newtonStep X) = cayley S X ^ 2 := by
  have hsub := (newton_step_sign hX hS h).2
  -- the same identity for the involution `-S`
  have hadd : newtonStep X + S = (1 / 2 : ℝ) • (Ring.inverse X * (X + S) ^ 2) := by
    have h0 := (newton_step_sign (S := -S) hX (by rw [neg_sq, hS]) h.neg_left).2
    simpa only [sub_neg_eq_add] using h0
  have hl : Ring.inverse X * X = 1 := Ring.inverse_mul_cancel X hX
  have hr : X * Ring.inverse X = 1 := Ring.mul_inverse_cancel X hX
  have hU : IsUnit (newtonStep X + S) := by
    rw [hadd]
    exact isUnit_half_smul ((Units.isUnit ⟨Ring.inverse X, X, hl, hr⟩).mul (hP.pow 2))
  have hQ : Ring.inverse (X + S) * (X + S) = 1 := Ring.inverse_mul_cancel _ hP
  have hQ' : (X + S) * Ring.inverse (X + S) = 1 := Ring.mul_inverse_cancel _ hP
  -- all factors commute with one another
  have hQP : Commute (Ring.inverse (X + S)) (X + S) := hQ.trans hQ'.symm
  have hXM : Commute X (X - S) := (Commute.refl X).sub_right h.symm
  have hXP : Commute X (X + S) := (Commute.refl X).add_right h.symm
  have hMP : Commute (X - S) (X + S) :=
    hXM.symm.add_right (h.sub_right (Commute.refl S)).symm
  have hMQ := commute_of_inverse hMP hQ' hQ
  have hCX : Commute (cayley S X) X :=
    hXM.symm.mul_left (commute_of_inverse hXP hQ' hQ).symm
  have hCY := commute_of_inverse hCX hr hl
  have hCP : cayley S X ^ 2 * (X + S) ^ 2 = (X - S) ^ 2 := by
    rw [cayley, hMQ.mul_pow, mul_assoc, ← hQP.mul_pow, hQ, one_pow, mul_one]
  have key : cayley S X ^ 2 * (newtonStep X + S) = newtonStep X - S := by
    rw [hadd, hsub, mul_smul_comm, ← mul_assoc, (hCY.pow_left 2).eq, mul_assoc, hCP]
  refine ⟨hU, ?_⟩
  show (newtonStep X - S) * Ring.inverse (newtonStep X + S) = _
  rw [← key, mul_assoc, Ring.mul_inverse_cancel _ hU, mul_one]

/-- If `X + S` and `1 + G` are invertible, `G` being the Cayley variable, then `X` is
invertible. -/
theorem isUnit_of_cayley {X S : A} (hP : IsUnit (X + S)) (hG : IsUnit (1 + cayley S X)) :
    IsUnit X := by
  have hX : (1 / 2 : ℝ) • ((1 + cayley S X) * (X + S)) = X := by
    rw [add_mul, one_mul, cayley, mul_assoc, Ring.inverse_mul_cancel _ hP, mul_one]
    module
  have hU := isUnit_half_smul (hG.mul hP)
  rwa [hX] at hU

/-- Let `S² = 1`, `S` commute with `X`, and `X + S` and all `1 + G^(2^j)` be invertible.
Then every iterate `X_k` is invertible, commutes with `S`, has `X_k + S` invertible and
has Cayley variable `G^(2^k)`. -/
theorem cayley_newtonIter {X S : A} (hS : S ^ 2 = 1) (h : Commute S X)
    (hP : IsUnit (X + S)) (hG : ∀ j : ℕ, IsUnit (1 + cayley S X ^ 2 ^ j)) (k : ℕ) :
    IsUnit (newtonIter X k) ∧ Commute S (newtonIter X k) ∧ IsUnit (newtonIter X k + S) ∧
      cayley S (newtonIter X k) = cayley S X ^ 2 ^ k := by
  induction k with
  | zero =>
    have h0 : newtonIter X 0 = X := rfl
    have hG0 := hG 0
    rw [pow_zero, pow_one] at hG0
    rw [h0, pow_zero, pow_one]
    exact ⟨isUnit_of_cayley hP hG0, h, hP, rfl⟩
  | succ k ih =>
    obtain ⟨hu, hc, hp, hg⟩ := ih
    have hs : newtonIter X (k + 1) = newtonStep (newtonIter X k) :=
      iterate_succ_apply' _ _ _
    obtain ⟨hp', hg'⟩ := cayley_newtonStep hu hS hc hp
    rw [hg, ← pow_mul, ← pow_succ] at hg'
    rw [hs]
    refine ⟨isUnit_of_cayley hp' ?_, (newton_step_sign hu hS hc).1, hp', hg'⟩
    rw [hg']
    exact hG (k + 1)

/-- In a real Banach algebra, let `S² = 1`, `S` commute with `X`, `X + S` be invertible and
`‖G‖ < 1`. Then every iterate is invertible and `‖X_k - S‖ ≤ 2 ‖S‖ g / (1 - g)` with
`g = ‖G‖^(2^k)`. -/
theorem norm_newtonIter_sub_le {B : Type*} [NormedRing B] [NormedAlgebra ℝ B]
    [CompleteSpace B] {X S : B} (hS : S ^ 2 = 1) (h : Commute S X)
    (hP : IsUnit (X + S)) (hG : ‖cayley S X‖ < 1) (k : ℕ) :
    IsUnit (newtonIter X k) ∧ ‖newtonIter X k - S‖ ≤
      2 * ‖S‖ * ‖cayley S X‖ ^ 2 ^ k / (1 - ‖cayley S X‖ ^ 2 ^ k) := by
  have hle : ∀ j : ℕ, ‖cayley S X ^ 2 ^ j‖ ≤ ‖cayley S X‖ ^ 2 ^ j := fun j =>
    norm_pow_le' _ (by positivity)
  have hlt : ∀ j : ℕ, ‖cayley S X‖ ^ 2 ^ j < 1 := fun j =>
    pow_lt_one₀ (norm_nonneg _) hG (by positivity)
  -- the Neumann series inverts `1 + G^(2^j)`
  have hu : ∀ j : ℕ, IsUnit (1 + cayley S X ^ 2 ^ j) := fun j => by
    have h0 : ‖-(cayley S X ^ 2 ^ j)‖ < 1 := by
      rw [norm_neg]
      exact (hle j).trans_lt (hlt j)
    simpa only [sub_neg_eq_add] using isUnit_one_sub_of_norm_lt_one h0
  obtain ⟨hX, -, hp, hg⟩ := cayley_newtonIter hS h hP hu k
  refine ⟨hX, ?_⟩
  -- the error obeys `E = G^(2^k) (E + 2 S)`
  have hE : cayley S X ^ 2 ^ k * (newtonIter X k + S) = newtonIter X k - S := by
    rw [← hg, cayley, mul_assoc, Ring.inverse_mul_cancel _ hp, mul_one]
  have h1 : ‖newtonIter X k + S‖ ≤ ‖newtonIter X k - S‖ + 2 * ‖S‖ := by
    have h2 : newtonIter X k + S = (newtonIter X k - S) + (S + S) := by abel
    have h3 := norm_add_le (newtonIter X k - S) (S + S)
    have h4 := norm_add_le S S
    rw [← h2] at h3
    linarith
  have h5 := norm_mul_le (cayley S X ^ 2 ^ k) (newtonIter X k + S)
  rw [hE] at h5
  have h6 := mul_le_mul (hle k) h1 (norm_nonneg _) (by positivity)
  rw [le_div_iff₀ (sub_pos.2 (hlt k))]
  nlinarith [h5.trans h6]

/-- The matrices `X = [[1,3],[3,1]]`, `S = [[0,1],[1,0]]` have `X` and `X + S` invertible,
`S² = 1`, `S` commuting with `X`, `X ≠ S` and `S ≠ 1`. -/
theorem matrix_witness :
    let X : Matrix (Fin 2) (Fin 2) ℝ := !![1, 3; 3, 1]
    let S : Matrix (Fin 2) (Fin 2) ℝ := !![0, 1; 1, 0]
    IsUnit X ∧ S ^ 2 = 1 ∧ Commute S X ∧ IsUnit (X + S) ∧ X ≠ S ∧ S ≠ 1 := by
  intro X S
  refine ⟨?_, ?_, ?_, ?_, ?_, ?_⟩
  · rw [Matrix.isUnit_iff_isUnit_det, isUnit_iff_ne_zero, Matrix.det_fin_two]
    norm_num [X]
  · rw [pow_two]
    ext i j
    fin_cases i <;> fin_cases j <;> simp [S, Matrix.mul_apply, Fin.sum_univ_succ]
  · show S * X = X * S
    ext i j
    fin_cases i <;> fin_cases j <;> simp [X, S, Matrix.mul_apply, Fin.sum_univ_succ]
  · rw [Matrix.isUnit_iff_isUnit_det, isUnit_iff_ne_zero, Matrix.det_fin_two]
    norm_num [X, S]
  · intro h
    have h0 := congrFun (congrFun h 0) 0
    simp [X, S] at h0
  · intro h
    have h0 := congrFun (congrFun h 0) 0
    simp [S] at h0

/-- In `ℝ × ℝ`, `X = (4, -2)` and `S = (1, -1)` have `S² = 1`, commute, have `X + S`
invertible and Cayley variable `(3/5, 1/3)` of norm below one. -/
theorem banach_witness :
    let X : ℝ × ℝ := (4, -2)
    let S : ℝ × ℝ := (1, -1)
    S ^ 2 = 1 ∧ Commute S X ∧ IsUnit (X + S) ∧ cayley S X = (3 / 5, 1 / 3) ∧
      ‖cayley S X‖ < 1 := by
  intro X S
  have h1 : (X + S) * ((1 / 5, -1 / 3) : ℝ × ℝ) = 1 := by ext <;> norm_num [X, S]
  have h2 : ((1 / 5, -1 / 3) : ℝ × ℝ) * (X + S) = 1 := by rw [mul_comm, h1]
  have hinv : Ring.inverse (X + S) = (1 / 5, -1 / 3) :=
    Ring.inverse_unit ⟨X + S, (1 / 5, -1 / 3), h1, h2⟩
  have hG : cayley S X = (3 / 5, 1 / 3) := by
    rw [cayley, hinv]
    ext <;> norm_num [X, S]
  refine ⟨?_, Commute.all _ _, Units.isUnit ⟨X + S, (1 / 5, -1 / 3), h1, h2⟩, hG, ?_⟩
  · rw [pow_two]
    ext <;> norm_num [S]
  · rw [hG, Prod.norm_def]
    apply max_lt <;> (rw [Real.norm_eq_abs, abs_lt]; constructor <;> norm_num)

end

end NewtonSignIteration
```

```lean
#print axioms NewtonSignIteration.cayley_newtonStep
#print axioms NewtonSignIteration.norm_newtonIter_sub_le
```

```
'NewtonSignIteration.cayley_newtonStep' depends on axioms: [propext, Classical.choice, Quot.sound]
'NewtonSignIteration.norm_newtonIter_sub_le' depends on axioms: [propext, Classical.choice, Quot.sound]
```

## What the statements say

The pair `[Ring A] [Algebra ℝ A]` is the algebra $A$. Real matrices, complex matrices and bounded operators on a Hilbert space are all examples, and no dimension is fixed. `IsUnit X` says that $X$ has a two-sided inverse, `Commute S X` says $SX = XS$, and `•` is multiplication by a real number. The definitions `newtonStep X`, `newtonIter X k` and `cayley S X` are $X'$, $X_k$ and $G(X)$, with the involution $S$ as the first argument of `cayley`; the expression `cayley S X ^ 2 ^ k` is $G^{2^k}$. The function `Ring.inverse` returns $0$ on a non-invertible element, so `newtonStep` would merely halve a singular iterate; the theorems on iterates therefore include invertibility of each $X_k$ among their conclusions.

For invertible $X$ and $S^2 = 1$, `newton_error_iff_commute` states that
$$X' - S = \tfrac12 X^{-1}(X - S)^2$$
holds if and only if $S$ commutes with $X$. The theorem `newton_step_sign` takes the commutation as a hypothesis and concludes both this identity and $SX' = X'S$. If $X + S$ is invertible as well, `cayley_newtonStep` gives that $X' + S$ is invertible and $G(X') = G(X)^2$.

The theorem `cayley_newtonIter` assumes $S^2 = 1$, $SX = XS$, $X + S$ invertible, and $1 + G^{2^j}$ invertible for every $j \ge 0$. It concludes for every $k \ge 0$ that $X_k$ and $X_k + S$ are invertible, that $S$ commutes with $X_k$, and that $G(X_k) = G^{2^k}$. In `norm_newtonIter_sub_le` the algebra `B` is complete under a submultiplicative norm, and $\|G\| < 1$ replaces the family of invertibility conditions. With $g_k = \|G\|^{2^k}$, every $X_k$ is invertible and
$$\|X_k - S\| \le \frac{2\|S\|\, g_k}{1 - g_k}.$$
Neither $\|S\| = 1$ nor $\|1\| = 1$ is assumed. The theorem is this bound for each $k$, and its right side tends to zero because $g_{k+1} = g_k^2$ and $g_0 < 1$.

Two theorems supply examples. In `matrix_witness`, $X = \begin{pmatrix}1&3\\3&1\end{pmatrix}$ and $S = \begin{pmatrix}0&1\\1&0\end{pmatrix}$ meet the hypotheses of `cayley_newtonStep`, with $X \ne S$ and $S \ne 1$. In `banach_witness`, the algebra is $\mathbb R \times \mathbb R$ with componentwise product and the maximum norm, $X = (4,-2)$, $S = (1,-1)$, and $G = (3/5, 1/3)$ has norm below one.

## The physics

For non-interacting electrons in a finite orthonormal basis, with Hermitian one-particle Hamiltonian $H$ and a chemical potential $\mu$ that is not an eigenvalue of $H$, the zero-temperature density matrix is $P = \tfrac12(1 + S)$ with $S = \operatorname{sign}(\mu - H)$, and the Newton iteration started from $X = \mu - H$, with energies taken as pure numbers in a fixed unit, computes $S$ without diagonalising $H$. The hypothesis $S^2 = 1$ is the idempotency $P^2 = P$, the commutation of $S$ with $X$ is $[P,H] = 0$, and invertibility of $X$ says that no level lies at $\mu$.

The file never constructs a sign function. Its $S$ is any involution commuting with $X$, which for Hermitian $X$ and $S$ corresponds to any choice of occupied eigenstates, and the error identity holds for all of them. The link to the sign goes through the spectrum, and that link, the numbers for $X_1$ below and the closing remarks on code are added here without a Lean proof. On a common eigenvector where $X$ acts as a real $x$ and $S$ as $s = \pm1$, the Cayley variable acts as $(x - s)/(x + s)$, whose modulus is below one exactly when $xs > 0$. For Hermitian matrices in the spectral norm, $\|G\| < 1$ therefore selects $S = \operatorname{sign} X$, and then $\|S\| = 1$. A level close to $\mu$ has $|x - s|/|x + s| \approx 1 - 2|x|$, so a small gap places $\|G\|$ near one. Unbounded Hamiltonians are not elements of a Banach algebra of operators and are not covered, and all arithmetic is exact.

The two examples are one system in two bases. On the vectors $(1,1)/\sqrt2$ and $(1,-1)/\sqrt2$ the matrix $X$ has eigenvalues $4$ and $-2$, and $S$ has $1$ and $-1$. One step gives $X_1 = (17/8, -5/4)$ and $G(X_1) = (9/25, 1/9)$, the square of $(3/5, 1/3)$. The error $\|X_1 - S\| = 9/8$ equals the bound $2 \cdot \tfrac{9}{25}/(1 - \tfrac{9}{25})$.

## Why it is true

The first step expands the square with the order of factors kept. From $(X - S)^2 = X^2 - XS - SX + S^2$, multiplication on the left by $X^{-1}$ and use of $S^2 = 1$ give
$$X^{-1}(X - S)^2 = X + X^{-1} - S - X^{-1}SX.$$
Subtracting half of this from $X' - S = \tfrac12(X + X^{-1}) - S$ leaves
$$X' - S - \tfrac12 X^{-1}(X - S)^2 = \tfrac12\,(X^{-1}SX - S) = \tfrac12 X^{-1}[S,X].$$
The remainder vanishes exactly when $X^{-1}SX = S$, which is $SX = XS$ after multiplication by $X$. In Lean, `generalize` renames the inverse `Y` and keeps only `hl` and `hr`, the relations $YX = 1$ and $XY = 1$. The expansion is `hexp`, done by `noncomm_ring`. In the forward direction `linear_combination` doubles the assumed identity to extract `hW`, that is $YSX = S$; in the reverse direction `hW` comes from the commutation and `module` collects the real coefficients.

An element $a$ that commutes with an invertible $b$ commutes with its inverse $c$, because $ac = (cb)ac = c(ab)c = ca(bc) = ca$. This chain is `commute_of_inverse`. It shows that $S$ commutes with $X^{-1}$, hence with $X + X^{-1}$ and with half of it, which completes `newton_step_sign`.

The element $-S$ also squares to $1$ and commutes with $X$, so the same identity gives $X' + S = \tfrac12 X^{-1}(X + S)^2$, which is `hadd`. A product of invertible elements is invertible, and `isUnit_half_smul` adds that the factor $\tfrac12$ preserves this, so $X' + S$ is invertible. Since $X - S$ commutes with $(X + S)^{-1}$, one has $G(X)^2 (X + S)^2 = (X - S)^2$, which is `hCP`, and $G(X)$ commutes with $X^{-1}$, which is `hCY`. Then
$$G(X)^2 (X' + S) = \tfrac12 X^{-1} G(X)^2 (X + S)^2 = \tfrac12 X^{-1}(X - S)^2 = X' - S,$$
recorded as `key`, and multiplying on the right by $(X' + S)^{-1}$ yields $G(X') = G(X)^2$.

To repeat the step, the new iterate must be invertible. From $G(X)(X + S) = X - S$ follows $(1 + G(X))(X + S) = 2X$, so $X$ is invertible when both factors are. This is `isUnit_of_cayley`, which uses neither $S^2 = 1$ nor commutation. The induction in `cayley_newtonIter` carries its four conclusions together. At $k = 0$ the lemma applies with `hG 0`. In the step, `cayley_newtonStep` gives invertibility of $X_{k+1} + S$ and $G(X_{k+1}) = (G^{2^k})^2 = G^{2^{k+1}}$, then `hG (k + 1)` and the lemma make $X_{k+1}$ invertible, and `newton_step_sign` passes on the commutation.

For the bound, submultiplicativity gives $\|G^{2^j}\| \le g_j < 1$ (`hle`, `hlt`), where the exponent $2^j$ is at least one. In a complete algebra the Neumann series $\sum_{n \ge 0} T^n$ inverts $1 - T$ when $\|T\| < 1$, and $T = -G^{2^j}$ supplies the invertibility conditions (`hu`). With $E_k = X_k - S$, the relation $G(X_k) = G^{2^k}$ becomes $E_k = G^{2^k}(X_k + S)$, which is `hE`, and $X_k + S = E_k + 2S$. Taking norms,
$$\|E_k\| \le g_k\,(\|E_k\| + 2\|S\|), \qquad\text{so}\qquad (1 - g_k)\|E_k\| \le 2\|S\|\,g_k.$$
The triangle inequality is `h1`, the product estimate is `h5` with `h6`, `le_div_iff₀` clears the positive denominator $1 - g_k$, and `nlinarith` does the rearrangement. The two examples are checked entry by entry, with determinants $-8$ and $-15$ for the matrices $X$ and $X + S$, and with the explicit inverse $(1/5, -1/3)$ of $X + S$ in $\mathbb R \times \mathbb R$.

## The step in code

A program forms $X_0 = c\,(\mu - H)$ with a real $c > 0$, which leaves the sign unchanged, and repeats: invert $X_k$ by a factorisation, add $X_k$, halve. As $S$ is unknown during the run, the loop stops on a computable quantity such as $X_{k+1} - X_k = \tfrac12 X_k^{-1}(1 - X_k^2)$, and returns $P \approx \tfrac12(1 + X_k)$. A dense inversion costs work cubic in the basis size, and the inverse of a sparse matrix is in general not sparse. Replacing $X^{-1}$ by the approximation $X(2 - X^2)$, which is accurate only when $X^2$ is close to $1$, turns the step into $\tfrac12 X(3 - X^2)$, which needs only matrix products and, under $X = 2P - 1$, is the McWeeny map $P \mapsto 3P^2 - 2P^3$; that polynomial step is a different iteration from the one treated here. Rounding or truncation can spoil the commutation of $X_k$ with $S$, and the error of the next step then carries the extra term $\tfrac12 X_k^{-1}[S, X_k]$ found above.
